# A two-state random-walk solver whose n-step score averages to zero for n ≥ 2 while its squared weight averages 4ⁿ

Let H be a real matrix on a finite set of states and b a real vector on the same set. A random-walk solver for the linear system

u = b + H u

moves a walker between states with transition probabilities P(x, y) and corrects for the choice of P by a weight. An n-step path starts at x and then visits ω(0), ω(1), …, ω(n−1). The list ω does not record the starting position, though the state x may occur in it. The first step goes from x to ω(0), and step k, for k ≥ 1, goes from ω(k−1) to ω(k). The endpoint e(ω) is ω(n−1) for n ≥ 1 and x itself for n = 0.

Three quantities belong to each path:

- its probability p(ω), the product of P over the n steps;
- its weight W(ω), the product of H/P over the same steps;
- its score W(ω) b(e(ω)).

For n = 0 both products equal 1. The average of a function F of the path is the finite sum

E[F] = Σ_ω p(ω) F(ω)

over all n-step paths from x. Transitions with P = 0 are never sampled, so the value given to H/P there does not affect any average.

The example has two states, 0 and 1. Both rows of H are (1, −1), and every entry of P is 1/2.

## Zero mean and a fourfold second moment per step

For every n ≥ 2, every start x and every b,

E[W b(e)] = 0

E[W²] = 4ⁿ.

With the factor b included, the second moment for n ≥ 1 is

E[(W b(e))²] = 4ⁿ (b(0)² + b(1)²) / 2,

which tends to infinity with n unless b = 0. The linear system itself is harmless: u = b + H b solves it exactly.

## Tallying Neumann terms that are already zero

The Neumann series for the system is b + H b + H² b + …. The solver considered here multiplies the weight by H/P at each step and tallies W b(e) as an estimate of the n-th term. It relies on the identity

E[W b(e)] = (Hⁿ b)(x),

which holds on any finite state space as long as the walk can make every transition at which H is nonzero.

In the example all terms from n = 2 onwards vanish, so a walk continued past the first step adds only noise to the tally. For n ≥ 2 the mean is zero, so the variance of the n-th score equals its second moment. An average over M independent walks therefore has standard error

2ⁿ √((b(0)² + b(1)²) / 2) / √M,

and for b ≠ 0 keeping this error fixed requires M to grow like 4ⁿ. For solvers of this kind, the two-state model shows that a Neumann series which terminates after two terms can still have term estimators of unbounded variance.

The example also offers a check that needs no statistics: after n steps the weight of every walker must be exactly 2ⁿ or −2ⁿ.

## From path sums to the two moments

**Path sums are matrix powers.** Let A be any square matrix on the states and f any vector, and let S(n, x) be the sum, over all n-step paths from x, of the product of A along the path times f at the endpoint. For n = 0 there is one path, the empty one, with product 1 and endpoint x, so S(0, x) = f(x). A path of n + 1 steps consists of a first state y and an n-step path from y. Its product is A(x, y) times the product of the remainder, and the endpoint is that of the remainder. Hence

S(n+1, x) = Σ_y A(x, y) S(n, y),

and by induction S(n, x) = (Aⁿ f)(x).

**The probabilities cancel.** In E[W b(e)] each step contributes P · (H/P). This equals H wherever P ≠ 0. Where P = 0, the condition on the walk forces H = 0, and both sides vanish. The average is therefore the path sum for A = H and f = b, which is (Hⁿ b)(x).

**H squares to zero.** Both rows of H are (1, −1), so every row of H² is

1 · (1, −1) + (−1) · (1, −1) = (0, 0).

Thus Hⁿ = H² Hⁿ⁻² = 0 for n ≥ 2, and the mean score vanishes. The same fact gives

(1 − H)(b + H b) = b − H² b = b.

For n = 2 the cancellation can be seen path by path. The paths (0, 0), (0, 1), (1, 0) and (1, 1) have weights 4, −4, −4 and 4, each with probability 1/4, so

E[W b(e)] = (4 b(0) − 4 b(1) − 4 b(0) + 4 b(1)) / 4 = 0.

For each endpoint, the two possible intermediate states contribute with opposite signs.

**The squared weight is constant.** The factor H/P is 2 for a step into state 0 and −2 for a step into state 1. Its square is always 4, so W² = 4ⁿ on every path. There are 2ⁿ paths of probability 2⁻ⁿ each, the probabilities add up to one, and E[W²] = 4ⁿ. Squaring has removed the signs that produced the cancellation in the mean.

**The factor b at the endpoint.** Since W² is constant,

E[(W b(e))²] = 4ⁿ E[b(e)²].

By the path-sum identity with A = P and f = b², the remaining average is (Pⁿ b²)(x), where b² is taken componentwise. Each entry of P² is 1/4 + 1/4 = 1/2, so P² = P and Pⁿ = P for n ≥ 1. This gives E[b(e)²] = (b(0)² + b(1)²)/2. For nonzero b this is a positive constant, and the factor 4ⁿ drives the second moment to infinity.

## The walk in Lean

```lean
import Mathlib

open Matrix Filter

namespace RandomWalkSolver

noncomputable section

/-- The product of the matrix entries of `A` along the steps of the path that starts at `x`
and then visits `ω 0, ω 1, …`. -/
def pathProd {ι : Type*} (A : Matrix ι ι ℝ) {n : ℕ} (x : ι) (ω : Fin n → ι) : ℝ :=
  ∏ k : Fin n, A ((Fin.cons x ω : Fin (n + 1) → ι) k.castSucc) (ω k)

/-- The last state of the path that starts at `x` and then visits `ω 0, ω 1, …`. -/
def endpoint {ι : Type*} {n : ℕ} (x : ι) (ω : Fin n → ι) : ι :=
  (Fin.cons x ω : Fin (n + 1) → ι) (Fin.last n)

/-- The sum of `F` over all `n`-step paths from `x`, each weighted by the path product of `P`. -/
def expect {ι : Type*} [Fintype ι] (P : Matrix ι ι ℝ) {n : ℕ} (x : ι)
    (F : (Fin n → ι) → ℝ) : ℝ :=
  ∑ ω, pathProd P x ω * F ω

/-- The matrix of entrywise quotients `H x y / P x y`. -/
def ratio {ι : Type*} (H P : Matrix ι ι ℝ) : Matrix ι ι ℝ :=
  Matrix.of fun x y => H x y / P x y

/-- Summing the path product of `A` times `f` at the endpoint over all `n`-step paths from `x`
gives the `x` component of `A ^ n` applied to `f`. -/
theorem sum_pathProd {ι : Type*} [Fintype ι] [DecidableEq ι] (A : Matrix ι ι ℝ)
    (f : ι → ℝ) (n : ℕ) (x : ι) :
    ∑ ω : Fin n → ι, pathProd A x ω * f (endpoint x ω) = (A ^ n *ᵥ f) x := by
  induction n generalizing x with
  | zero =>
    have h : ∀ ω : Fin 0 → ι, endpoint x ω = x := fun _ => rfl
    simp [pathProd, h]
  | succ n ih =>
    -- split off the first step of the path
    have hprod : ∀ (y : ι) (ω : Fin n → ι),
        pathProd A x (Fin.cons y ω : Fin (n + 1) → ι) = A x y * pathProd A y ω := by
      intro y ω
      unfold pathProd
      rw [Fin.prod_univ_succ]
      rfl
    have hend : ∀ (y : ι) (ω : Fin n → ι),
        endpoint x (Fin.cons y ω : Fin (n + 1) → ι) = endpoint y ω := fun _ _ => rfl
    rw [← Equiv.sum_comp (Fin.consEquiv (fun _ : Fin (n + 1) => ι)), Fintype.sum_prod_type]
    -- the remaining steps are summed by the induction hypothesis
    have hstep : ∀ y : ι, ∑ ω : Fin n → ι,
        pathProd A x (Fin.cons y ω : Fin (n + 1) → ι) *
          f (endpoint x (Fin.cons y ω : Fin (n + 1) → ι)) = A x y * (A ^ n *ᵥ f) y := by
      intro y
      rw [← ih y, Finset.mul_sum]
      refine Finset.sum_congr rfl fun ω _ => ?_
      rw [hprod, hend, mul_assoc]
    rw [pow_succ', ← Matrix.mulVec_mulVec]
    exact Finset.sum_congr rfl fun y _ => hstep y

/-- If `P` is nonzero wherever `H` is, then summing the path product of `ratio H P` times `b` at the
endpoint over all `n`-step paths from `x`, weighted by the path product of `P`, gives the `x`
component of `H ^ n` applied to `b`. -/
theorem expect_score {ι : Type*} [Fintype ι] [DecidableEq ι] (H P : Matrix ι ι ℝ)
    (hP : ∀ x y, H x y ≠ 0 → P x y ≠ 0) (b : ι → ℝ) (n : ℕ) (x : ι) :
    expect P x (fun ω : Fin n → ι => pathProd (ratio H P) x ω * b (endpoint x ω))
      = (H ^ n *ᵥ b) x := by
  -- the transition probability cancels in each step
  have key : ∀ i j, P i j * ratio H P i j = H i j := by
    intro i j
    by_cases h : H i j = 0
    · simp [ratio, h]
    · have hp := hP i j h
      simp only [ratio, Matrix.of_apply]
      field_simp
  rw [← sum_pathProd]
  unfold expect
  refine Finset.sum_congr rfl fun ω _ => ?_
  rw [← mul_assoc]
  congr 1
  unfold pathProd
  rw [← Finset.prod_mul_distrib]
  exact Finset.prod_congr rfl fun k _ => key _ _

/-- The two-state matrix with both rows equal to `(1, -1)`. -/
def altH : Matrix (Fin 2) (Fin 2) ℝ := !![1, -1; 1, -1]

/-- The two-state walk with all transition probabilities equal to `1/2`. -/
def coin : Matrix (Fin 2) (Fin 2) ℝ := Matrix.of fun _ _ => 1 / 2

/-- All powers of `altH` from the second on vanish. -/
theorem altH_pow {n : ℕ} (hn : 2 ≤ n) : altH ^ n = 0 := by
  have h2 : altH ^ 2 = 0 := by
    rw [pow_two]
    ext i j
    fin_cases i <;> fin_cases j <;> simp [altH, Matrix.mul_apply, Fin.sum_univ_succ]
  obtain ⟨k, rfl⟩ := Nat.exists_eq_add_of_le hn
  rw [pow_add, h2, zero_mul]

/-- The vector `u = b + altH b` solves the linear system `(1 - altH) u = b`. -/
theorem neumann_two_terms (b : Fin 2 → ℝ) :
    (1 - altH) *ᵥ (b + altH *ᵥ b) = b := by
  rw [Matrix.sub_mulVec, Matrix.one_mulVec, Matrix.mulVec_add, Matrix.mulVec_mulVec,
    ← pow_two, altH_pow le_rfl, Matrix.zero_mulVec]
  abel

/-- On every single `n`-step path the squared path product of `ratio altH coin` equals `4 ^ n`. -/
theorem weight_sq {n : ℕ} (x : Fin 2) (ω : Fin n → Fin 2) :
    pathProd (ratio altH coin) x ω ^ 2 = 4 ^ n := by
  have key : ∀ i j, ratio altH coin i j ^ 2 = 4 := by
    intro i j
    fin_cases i <;> fin_cases j <;> norm_num [ratio, altH, coin]
  unfold pathProd
  rw [← Finset.prod_pow]
  simp only [key, Finset.prod_const, Finset.card_univ, Fintype.card_fin]

/-- The probabilities of all `n`-step paths of the coin walk add up to one. -/
theorem coin_total (n : ℕ) (x : Fin 2) :
    expect coin x (fun _ : Fin n → Fin 2 => 1) = 1 := by
  have h : ∀ ω : Fin n → Fin 2, pathProd coin x ω = (1 / 2) ^ n := by
    intro ω
    simp [pathProd, coin]
  have hc : Fintype.card (Fin n → Fin 2) = 2 ^ n := by simp
  simp only [expect, h, mul_one, Finset.sum_const, Finset.card_univ, hc, nsmul_eq_mul]
  push_cast
  rw [← mul_pow]
  norm_num

/-- For `n ≥ 2` and paths of the `coin` walk, the path product of `ratio altH coin` times `b` at the
endpoint has mean zero for every `b`, while the path product itself has second moment `4 ^ n`. -/
theorem zero_mean_exploding_weight {n : ℕ} (hn : 2 ≤ n) (x : Fin 2) :
    (∀ b : Fin 2 → ℝ, expect coin x (fun ω : Fin n → Fin 2 =>
        pathProd (ratio altH coin) x ω * b (endpoint x ω)) = 0) ∧
      expect coin x (fun ω : Fin n → Fin 2 => pathProd (ratio altH coin) x ω ^ 2) = 4 ^ n := by
  constructor
  · intro b
    rw [expect_score altH coin (fun i j _ => by norm_num [coin]) b n x, altH_pow hn,
      Matrix.zero_mulVec]
    rfl
  · -- the squared weight is constant, so only the total probability remains
    have h := coin_total n x
    simp only [expect, mul_one] at h
    simp only [expect, weight_sq]
    rw [← Finset.sum_mul, h, one_mul]

/-- For `n ≥ 1` and paths of the `coin` walk, the path product of `ratio altH coin` times `b` at the
endpoint has second moment `4 ^ n` times the mean of `b ^ 2` over the two states. -/
theorem score_second_moment {n : ℕ} (hn : 1 ≤ n) (b : Fin 2 → ℝ) (x : Fin 2) :
    expect coin x (fun ω : Fin n → Fin 2 =>
        (pathProd (ratio altH coin) x ω * b (endpoint x ω)) ^ 2)
      = 4 ^ n * ((b 0 ^ 2 + b 1 ^ 2) / 2) := by
  -- the matrix `coin` equals its own square
  have hcc : coin * coin = coin := by
    ext i j
    norm_num [coin, Matrix.mul_apply, Fin.sum_univ_two]
  have hpow : coin ^ n = coin := by
    induction n, hn using Nat.le_induction with
    | base => exact pow_one _
    | succ m _ ih => rw [pow_succ, ih, hcc]
  have hs := sum_pathProd coin (fun y => b y ^ 2) n x
  have hv : (coin *ᵥ fun y => b y ^ 2) x = (b 0 ^ 2 + b 1 ^ 2) / 2 := by
    simp only [coin, Matrix.mulVec, dotProduct, Fin.sum_univ_two, Matrix.of_apply]
    ring
  rw [hpow, hv] at hs
  rw [← hs, Finset.mul_sum]
  unfold expect
  refine Finset.sum_congr rfl fun ω _ => ?_
  beta_reduce
  rw [mul_pow, weight_sq]
  ring

/-- For every nonzero `b`, the second moment under the `coin` walk of the path product of `ratio
altH coin` times `b` at the endpoint tends to infinity with the number of steps. -/
theorem score_second_moment_diverges (b : Fin 2 → ℝ) (hb : b ≠ 0) (x : Fin 2) :
    Tendsto (fun n : ℕ => expect coin x (fun ω : Fin n → Fin 2 =>
      (pathProd (ratio altH coin) x ω * b (endpoint x ω)) ^ 2)) atTop atTop := by
  have hc : 0 < (b 0 ^ 2 + b 1 ^ 2) / 2 := by
    by_cases h0 : b 0 = 0
    · have h1 : b 1 ≠ 0 := by
        intro h1
        apply hb
        ext i
        fin_cases i
        · exact h0
        · exact h1
      positivity
    · positivity
  have ht := (tendsto_pow_atTop_atTop_of_one_lt (by norm_num : (1 : ℝ) < 4)).atTop_mul_const hc
  refine Tendsto.congr' ?_ ht
  filter_upwards [eventually_ge_atTop 1] with n hn
  exact (score_second_moment hn b x).symm

end

end RandomWalkSolver
```

```lean
#print axioms RandomWalkSolver.neumann_two_terms
#print axioms RandomWalkSolver.zero_mean_exploding_weight
#print axioms RandomWalkSolver.score_second_moment_diverges
```

```
'RandomWalkSolver.neumann_two_terms' depends on axioms: [propext, Classical.choice, Quot.sound]
'RandomWalkSolver.zero_mean_exploding_weight' depends on axioms: [propext, Classical.choice, Quot.sound]
'RandomWalkSolver.score_second_moment_diverges' depends on axioms: [propext, Classical.choice, Quot.sound]
```

## Reading the definitions and following the proofs

The type `ι` is the state space, and `Fin n → ι` is the type of n-step paths without their starting point. `Fin.cons x ω` puts the start back in front, which lets `pathProd` pair each state with its predecessor. Applied to `P`, `pathProd` is the path probability; applied to `ratio H P`, it is the weight W. `endpoint` is e(ω), and `expect` is the finite sum E. The matrices `altH` and `coin` are H and P of the example, and `*ᵥ` applies a matrix to a vector.

`zero_mean_exploding_weight` states, for any `n` with `2 ≤ n` and any start `x`, that the score has average zero for all `b` and that the squared weight has average `4 ^ n`. `score_second_moment` gives the second moment of the full score for `1 ≤ n`, and `score_second_moment_diverges` states its limit for `b ≠ 0`.

`sum_pathProd` is the path-sum identity. Its induction keeps the start `x` general, because the remainder of a path starts elsewhere. `Fin.consEquiv` splits a path into its first state and the rest, `hprod` and `hend` record what happens to the product and the endpoint, and `hstep` applies the induction hypothesis.

`expect_score` is the cancellation of probabilities. Its local fact `key` says P · (H/P) = H for each pair of states, with the case H = 0 treated separately, and `Finset.prod_mul_distrib` merges the two path products into one.

`altH_pow` checks the four entries of H² and writes n as 2 + k to reach the higher powers. `neumann_two_terms` expands (1 − H)(b + H b) and uses H² = 0. `weight_sq` checks that all four ratios square to 4, and `coin_total` counts the paths. The main theorem combines these: the first half is `expect_score` followed by `altH_pow`, and the second takes the constant `4 ^ n` out of the sum and uses `coin_total`.

In `score_second_moment`, `hcc` is P² = P, `hpow` extends it to all powers from the first on, and `sum_pathProd` is applied to `coin` with the squared vector. The divergence theorem shows that the constant multiplying `4 ^ n` is positive, then transfers the limit through an equality that holds from `n = 1` onwards.

## Exact averages, and a walk that misses a coupling

The averages are exact sums over all paths in real arithmetic. Random number generators, rounding and the behaviour of a finite sample do not enter. The walk has a fixed length and no absorption, so random termination and weight control such as splitting or roulette are not modelled. Each n is treated separately: the theorems say nothing about correlations between scores tallied at different steps of one walk. The growth rate 4ⁿ belongs to this H and this P. For this H, no other choice of positive transition probabilities makes E[W²] smaller: the average of |W| is 2ⁿ for all of them, and E[W²] is at least the square of that average. This bound is not among the Lean theorems.

The general identity `expect_score` needs neither non-negative entries in `P` nor rows that sum to one, although `expect` is an average over a Markov chain only when `P` has both properties. It does need the hypothesis `hP`, which says that P is nonzero wherever H is. For the identity to hold for every start, every b and every n, the walker must be able to follow every coupling present in H.

Without this hypothesis the estimator can be biased after a single step. Take two states, let P be the identity matrix, and let H have the single nonzero entry H(0, 1) = 1. A walker started at 0 stays at 0 with certainty and collects the factor H(0, 0)/P(0, 0) = 0, so its average score is 0. The correct value is

(H b)(0) = b(1),

which is nonzero whenever b(1) is. Every walk returns the same score, so the sample variance is zero and gives no hint of the error.
